# Four orbitals with unit integrals: a mixed-sign pair energy 2 above the value with every off-diagonal term negative

The declaration concerns a model of four orbitals, each with occupation n_p = 1/4, in which every exchange-type integral K_pq, diagonal ones included, equals one. It states that the real amplitudes 1/2, 1/2, −1/2, −1/2 are each plus or minus the square root of the occupation, and it compares two energies. The pair energy is the sum of c_p c_q K_pq over all ordered pairs, including p = q. The reference value, called all-attractive in the file, keeps the diagonal terms n_p K_pp positive and subtracts √(n_p n_q) K_pq for every ordered pair of distinct orbitals. The claim is that the pair energy equals the reference value plus 1/4 · 4 · (4 − 2) = 2. In numbers, the reference value is 1 − 3 = −2 and the pair energy is 0. The attempt checks the signs orbital by orbital, then unfolds both energies, replaces √(1/4 · 1/4) by 1/4, and leaves the sums over orbitals and the arithmetic to `norm_num`.

The failing Lean file:

```lean
import Mathlib

open Finset

namespace GapLowerBoundSharp

noncomputable section

variable {ι : Type*} [Fintype ι] [DecidableEq ι]

/-- The pair energy `∑ c_p c_q K_pq` of real amplitudes `c` with exchange-type integrals `K`. -/
def pairEnergy (K : ι → ι → ℝ) (c : ι → ℝ) : ℝ :=
  ∑ p, ∑ q, c p * c q * K p q

/-- The all-attractive Müller-type value: the diagonal terms `n_p K_pp` minus
`√(n_p n_q) K_pq` summed over all ordered pairs of distinct orbitals. -/
def attractiveEnergy (K : ι → ι → ℝ) (n : ι → ℝ) : ℝ :=
  ∑ p, n p * K p p - ∑ p, ∑ q, if p = q then 0 else √(n p * n q) * K p q

/-- Each amplitude is plus or minus the square root of the occupation number. -/
def IsSignChoice (n c : ι → ℝ) : Prop :=
  ∀ p, c p = √(n p) ∨ c p = -√(n p)

/-- Four orbitals of occupation `1/4` with all integrals equal to one and two amplitudes of
each sign attain the bound `k m (m - 2)` with `k = 1/4` and `m = 4`. -/
theorem gap_lower_bound_sharp :
    IsSignChoice (fun _ : Fin 4 => (1 / 4 : ℝ)) ![1 / 2, 1 / 2, -(1 / 2), -(1 / 2)] ∧
    attractiveEnergy (fun _ _ : Fin 4 => (1 : ℝ)) (fun _ => 1 / 4) + 1 / 4 * (4 * (4 - 2)) =
      pairEnergy (fun _ _ => 1) ![1 / 2, 1 / 2, -(1 / 2), -(1 / 2)] := by
  have h : √(1 / 4 : ℝ) = 1 / 2 := by
    rw [show (1 / 4 : ℝ) = (1 / 2) ^ 2 by norm_num]
    exact Real.sqrt_sq (by norm_num)
  constructor
  · intro p
    simp only [h]
    fin_cases p <;> simp
  · simp only [pairEnergy, attractiveEnergy,
      Real.sqrt_mul_self (show (0 : ℝ) ≤ 1 / 4 by norm_num)]
    norm_num [Fin.sum_univ_four]

end

end GapLowerBoundSharp
```

Compiling this gives:

```
Main.lean:37:2: error: unsolved goals
case right
h : √(1 / 4) = 1 / 2
⊢ 1 -
        (((1 / 4 + if 0 = 2 then 0 else 1 / 4) + if 0 = 3 then 0 else 1 / 4) +
              ((1 / 4 + if 1 = 2 then 0 else 1 / 4) + if 1 = 3 then 0 else 1 / 4) +
            (((if 2 = 0 then 0 else 1 / 4) + if 2 = 1 then 0 else 1 / 4) + if 2 = 3 then 0 else 1 / 4) +
          (((if 3 = 0 then 0 else 1 / 4) + if 3 = 1 then 0 else 1 / 4) + if 3 = 2 then 0 else 1 / 4)) +
      2 =
    1 / 2 + 1 / 2 * ![1 / 2, 1 / 2, -(1 / 2), -(1 / 2)] 2 + 1 / 2 * ![1 / 2, 1 / 2, -(1 / 2), -(1 / 2)] 3 +
          (1 / 2 + 1 / 2 * ![1 / 2, 1 / 2, -(1 / 2), -(1 / 2)] 2 + 1 / 2 * ![1 / 2, 1 / 2, -(1 / 2), -(1 / 2)] 3) +
        (![1 / 2, 1 / 2, -(1 / 2), -(1 / 2)] 2 * (1 / 2) + ![1 / 2, 1 / 2, -(1 / 2), -(1 / 2)] 2 * (1 / 2) +
            ![1 / 2, 1 / 2, -(1 / 2), -(1 / 2)] 2 * ![1 / 2, 1 / 2, -(1 / 2), -(1 / 2)] 2 +
          ![1 / 2, 1 / 2, -(1 / 2), -(1 / 2)] 2 * ![1 / 2, 1 / 2, -(1 / 2), -(1 / 2)] 3) +
      (![1 / 2, 1 / 2, -(1 / 2), -(1 / 2)] 3 * (1 / 2) + ![1 / 2, 1 / 2, -(1 / 2), -(1 / 2)] 3 * (1 / 2) +
          ![1 / 2, 1 / 2, -(1 / 2), -(1 / 2)] 3 * ![1 / 2, 1 / 2, -(1 / 2), -(1 / 2)] 2 +
        ![1 / 2, 1 / 2, -(1 / 2), -(1 / 2)] 3 * ![1 / 2, 1 / 2, -(1 / 2), -(1 / 2)] 3)
```

As a diff, the version that Lean accepts:

```diff
@@ -37,5 +37,6 @@
   · simp only [pairEnergy, attractiveEnergy,
       Real.sqrt_mul_self (show (0 : ℝ) ≤ 1 / 4 by norm_num)]
-    norm_num [Fin.sum_univ_four]
+    simp [Fin.sum_univ_four]
+    norm_num
 
 end
```

Diagnosis. The single error says that the second part, the energy equality, is still open when its proof ends. `norm_num [Fin.sum_univ_four]` did expand the sums, but the goal it left still contains index tests such as `if 0 = 2 then 0 else 1 / 4` and unread vector entries such as `![1 / 2, 1 / 2, -(1 / 2), -(1 / 2)] 2`. Everything left unevaluated involves index 2 or 3. Tests between 0 and 1, and the entries at 0 and 1, are covered by ordinary simp lemmas, which `norm_num` uses. For the other indices `simp` relies on simplification procedures, small programs that compute with literals, and `norm_num` does not run these. With the tests and entries stuck, the two sides could not be reduced to numbers and compared.

The repair gives the expansion to `simp [Fin.sum_univ_four]`, which can decide the index tests and read off the entries. The `norm_num` that follows then has only arithmetic to finish.
